# A star overlap matrix fills in under Cholesky factorisation only among functions ordered after the hub

A Cholesky factor can be defined as the output of an algorithm or by the properties that it must have. The second choice is made here: $L$ is a Cholesky factor of $S$ if it is lower triangular, has a positive diagonal and satisfies $LL^{\mathsf T}=S$. The results then hold for any method of computing $L$ in exact arithmetic.

The matrix $S$ is the overlap matrix of $n$ normalised real basis functions. One of them, the hub, may overlap all the others, the spokes, which do not overlap each other. Fill-in means an entry $L_{ij}\neq 0$ below the diagonal where $S_{ij}=0$. Indices start at zero, as in Lean, so the entry usually written $L_{32}$ is $L_{21}$ here.

## The factor and the overlap matrix

```lean
import Mathlib

open Matrix

namespace CholeskyFillIn

noncomputable section

variable {n : ℕ}
```

The number of basis functions `n` is an arbitrary natural number. Opening `Matrix` makes the transpose notation `ᵀ` available.

```lean
/-- `L` is a Cholesky factor of `S`: lower triangular, with positive diagonal,
and `L Lᵀ = S`. -/
structure IsCholesky (S L : Matrix (Fin n) (Fin n) ℝ) : Prop where
  lower : ∀ i j, i < j → L i j = 0
  diag_pos : ∀ i, 0 < L i i
  factor : L * Lᵀ = S
```

The type `Fin n` contains the labels $0,\dots,n-1$, and a matrix is a function of two labels. `IsCholesky S L` is a proposition with three parts: `lower` says that $L_{ij}=0$ for $i<j$, `diag_pos` that $L_{ii}>0$, and `factor` that $LL^{\mathsf T}=S$. A theorem that takes `IsCholesky S L` as a hypothesis assumes that a factor exists. Physically, this means that the basis functions are linearly independent, so that $S$ is positive definite.

```lean
/-- Overlap matrix of normalised functions in which only the hub function `h` overlaps
the others, with overlap `s i` with function `i`. -/
def starOverlap (h : Fin n) (s : Fin n → ℝ) : Matrix (Fin n) (Fin n) ℝ :=
  fun i j => if i = j then 1 else if i = h then s j else if j = h then s i else 0
```

Here $h$ is the position of the hub and $s_i$ is the overlap of function $i$ with it. The nested conditions give $S_{ii}=1$, $S_{hj}=s_j$ and $S_{ih}=s_i$ off the diagonal, and zero elsewhere. The value $s_h$ is never used.

```lean
/-- Relabelling the basis functions of a star overlap matrix gives a star overlap matrix
with the hub at its new position. -/
theorem starOverlap_relabel (h : Fin n) (s : Fin n → ℝ) (σ : Equiv.Perm (Fin n)) :
    (starOverlap h s).submatrix σ σ = starOverlap (σ.symm h) (s ∘ σ) := by
  ext i j
  simp [starOverlap, Equiv.eq_symm_apply]
```

A permutation $\sigma$ puts the old function $\sigma(i)$ at the new position $i$, so the new overlap matrix has entries $S_{\sigma(i)\sigma(j)}$. It is again a star, with the hub at $\sigma^{-1}(h)$ and overlaps $s_{\sigma(i)}$. Reordering the basis therefore stays within the same family of matrices. If every spoke overlaps the hub, the position $h$ alone determines where fill-in occurs, as shown below.

## The column recursion and uniqueness

```lean
/-- The Cholesky recursion: an overlap is the contribution of the earlier columns
plus that of the pivot column. -/
theorem IsCholesky.entry {S L : Matrix (Fin n) (Fin n) ℝ} (h : IsCholesky S L)
    (i j : Fin n) :
    S i j = ∑ k ∈ Finset.Iio j, L i k * L j k + L i j * L j j := by
  have hI : Finset.Iic j = insert j (Finset.Iio j) := by
    ext k
    simp only [Finset.mem_Iic, Finset.mem_insert, Finset.mem_Iio, le_iff_eq_or_lt]
  -- columns to the right of the pivot do not contribute
  have hcut : ∑ k ∈ Finset.Iic j, L i k * L j k = ∑ k, L i k * L j k := by
    refine Finset.sum_subset (Finset.subset_univ _) (fun k _ hk => ?_)
    have hjk : j < k := not_le.1 (fun hle => hk (Finset.mem_Iic.2 hle))
    rw [h.lower j k hjk, mul_zero]
  have hS : S i j = ∑ k, L i k * L j k := by
    rw [← h.factor, Matrix.mul_apply]
    rfl
  rw [hS, ← hcut, hI, Finset.sum_insert (by simp), add_comm]
```

By hand, $S_{ij}=\sum_k L_{ik}L_{jk}$, and $L_{jk}=0$ for $k>j$. The sum stops at $k=j$:

$$S_{ij}=\sum_{k<j}L_{ik}L_{jk}+L_{ij}L_{jj}.$$

In Lean, `Finset.Iio j` is the set of labels below $j$. The step `hcut` removes the columns to the right of $j$, and `hI` splits off the column $j$ itself.

```lean
/-- A matrix has at most one Cholesky factor with positive diagonal. -/
theorem IsCholesky.unique {S L M : Matrix (Fin n) (Fin n) ℝ}
    (hL : IsCholesky S L) (hM : IsCholesky S M) : L = M := by
  have key : ∀ j i, L i j = M i j := by
    intro j
    induction j using WellFoundedLT.induction with
    | _ j ih =>
      have hsum : ∀ i, ∑ k ∈ Finset.Iio j, L i k * L j k
          = ∑ k ∈ Finset.Iio j, M i k * M j k := fun i =>
        Finset.sum_congr rfl fun k hk => by
          have hkj := Finset.mem_Iio.1 hk
          simp only [ih k hkj]
      -- the pivots agree because both are positive
      have hd : L j j = M j j := by
        have e1 := hL.entry j j
        have e2 := hM.entry j j
        have e3 := hsum j
        have hp : (L j j - M j j) * (L j j + M j j) = 0 := by
          linear_combination e2 - e1 - e3
        rcases mul_eq_zero.1 hp with h | h
        · linarith
        · linarith [hL.diag_pos j, hM.diag_pos j]
      intro i
      have e1 := hL.entry i j
      have e2 := hM.entry i j
      have e3 := hsum i
      rw [← hd] at e2
      exact mul_right_cancel₀ (hL.diag_pos j).ne' (by linarith)
  ext i j
  exact key j i
```

Suppose that $L$ and $M$ are both factors of $S$ and agree in all columns before $j$. The recursion for $S_{jj}$ then gives $L_{jj}^2=M_{jj}^2$, that is, $(L_{jj}-M_{jj})(L_{jj}+M_{jj})=0$. The second bracket is positive, so $L_{jj}=M_{jj}$. The recursion for $S_{ij}$ now gives $L_{ij}L_{jj}=M_{ij}L_{jj}$, and the positive pivot cancels.

The `induction` line supplies agreement in the earlier columns as `ih`. The tactic `linear_combination` proves an equation by checking that it is a stated combination of known ones, and `linarith` does linear arithmetic with equations and inequalities.

## Spokes before and after the hub

```lean
/-- In the columns before the hub, the Cholesky factor has no entry between two
different spoke functions. -/
theorem no_fill_before_hub {h : Fin n} {s : Fin n → ℝ} {L : Matrix (Fin n) (Fin n) ℝ}
    (hL : IsCholesky (starOverlap h s) L) (j : Fin n) :
    j < h → ∀ i, j < i → i ≠ h → L i j = 0 := by
  induction j using WellFoundedLT.induction with
  | _ j ih =>
    intro hj i hji hi
    have e := hL.entry i j
    have hz : ∑ k ∈ Finset.Iio j, L i k * L j k = 0 :=
      Finset.sum_eq_zero fun k hk => by
        have hkj := Finset.mem_Iio.1 hk
        rw [ih k hkj (hkj.trans hj) i (hkj.trans hji) hi, zero_mul]
    have hS : starOverlap h s i j = 0 := by
      simp [starOverlap, hji.ne', hi, hj.ne]
    rw [hS, hz, zero_add] at e
    exact (mul_eq_zero.1 e.symm).resolve_right (hL.diag_pos j).ne'
```

Take a column $j<h$ and a spoke $i>j$. Both functions are spokes, so $S_{ij}=0$. If the claim holds for the earlier columns, every $L_{ik}$ with $k<j$ vanishes, and the recursion reduces to $0=L_{ij}L_{jj}$. Since $L_{jj}>0$, $L_{ij}=0$. The steps `hz` and `hS` are the vanishing sum and the vanishing overlap.

```lean
/-- Below the pivot of any column, the entries of the spoke functions are in the ratio
of their overlaps with the hub. -/
theorem spoke_rows_proportional {h : Fin n} {s : Fin n → ℝ}
    {L : Matrix (Fin n) (Fin n) ℝ} (hL : IsCholesky (starOverlap h s) L) (k : Fin n) :
    ∀ i i', k < i → k < i' → i ≠ h → i' ≠ h → L i k * s i' = L i' k * s i := by
  induction k using WellFoundedLT.induction with
  | _ k ih =>
    intro i i' hki hki' hi hi'
    have e1 := hL.entry i k
    have e2 := hL.entry i' k
    have hsum : (∑ m ∈ Finset.Iio k, L i m * L k m) * s i'
        = (∑ m ∈ Finset.Iio k, L i' m * L k m) * s i := by
      rw [Finset.sum_mul, Finset.sum_mul]
      refine Finset.sum_congr rfl fun m hm => ?_
      have hmk := Finset.mem_Iio.1 hm
      linear_combination L k m * ih m hmk i i' (hmk.trans hki) (hmk.trans hki') hi hi'
    have hS : starOverlap h s i k * s i' = starOverlap h s i' k * s i := by
      by_cases hk : k = h <;>
        simp [starOverlap, hki.ne', hki'.ne', hi, hi', hk, mul_comm]
    apply mul_right_cancel₀ (hL.diag_pos k).ne'
    linear_combination hS - hsum - s i' * e1 + s i * e2
```

This lemma says that for spokes $i,i'$ below the pivot of column $k$,

$$L_{ik}s_{i'}=L_{i'k}s_i .$$

The overlaps themselves obey $S_{ik}s_{i'}=S_{i'k}s_i$: both sides equal $s_is_{i'}$ if $k=h$, and both vanish otherwise. Multiply the recursion for $S_{ik}$ by $s_{i'}$, the one for $S_{i'k}$ by $s_i$, and subtract. The sums over earlier columns cancel term by term by induction, which leaves $L_{ik}L_{kk}s_{i'}=L_{i'k}L_{kk}s_i$. Division by $L_{kk}$ finishes the step. In Lean these are `hS`, `hsum` and the final cancellation.

```lean
/-- Two spoke functions that both overlap the hub have zero mutual overlap, and their
entry in the Cholesky factor is non-zero exactly when the hub precedes both. -/
theorem fill_in_iff_hub_first {h : Fin n} {s : Fin n → ℝ}
    {L : Matrix (Fin n) (Fin n) ℝ} (hL : IsCholesky (starOverlap h s) L)
    {i j : Fin n} (hji : j < i) (hi : i ≠ h) (hj : j ≠ h) (hsi : s i ≠ 0) (hsj : s j ≠ 0) :
    starOverlap h s i j = 0 ∧ (L i j ≠ 0 ↔ h < j) := by
  have hS : starOverlap h s i j = 0 := by simp [starOverlap, hji.ne', hi, hj]
  refine ⟨hS, fun hne => ?_, fun hhj h0 => ?_⟩
  · by_contra hlt
    exact hne (no_fill_before_hub hL j (lt_of_le_of_ne (not_lt.1 hlt) hj) i hji hi)
  · have e := hL.entry i j
    rw [hS, h0, zero_mul, add_zero] at e
    -- proportional rows turn the recursion into a sum of squares
    have hsum : (∑ k ∈ Finset.Iio j, L i k * L j k) * s j
        = s i * ∑ k ∈ Finset.Iio j, L j k ^ 2 := by
      rw [Finset.sum_mul, Finset.mul_sum]
      refine Finset.sum_congr rfl fun k hk => ?_
      have hkj := Finset.mem_Iio.1 hk
      linear_combination L j k * spoke_rows_proportional hL k i j (hkj.trans hji) hkj hi hj
    rw [← e, zero_mul] at hsum
    have hsq := (mul_eq_zero.1 hsum.symm).resolve_left hsi
    have hjh : L j h ^ 2 = 0 :=
      (Finset.sum_eq_zero_iff_of_nonneg (fun k _ => sq_nonneg (L j k))).1 hsq h
        (Finset.mem_Iio.2 hhj)
    have hjh' : L j h = 0 := pow_eq_zero_iff (two_ne_zero) |>.1 hjh
    -- but the hub column must reproduce the overlap with the hub
    have e' := hL.entry j h
    have hz : ∑ k ∈ Finset.Iio h, L j k * L h k = 0 :=
      Finset.sum_eq_zero fun k hk => by
        have hkh := Finset.mem_Iio.1 hk
        rw [no_fill_before_hub hL k hkh j (hkh.trans hhj) hj, zero_mul]
    have hSj : starOverlap h s j h = s j := by simp [starOverlap, hj]
    rw [hSj, hz, hjh', zero_mul, add_zero] at e'
    exact hsj e'
```

Let $j<i$ be two spokes with $s_i\neq0$ and $s_j\neq0$. The theorem states that $S_{ij}=0$, and that $L_{ij}\neq0$ if and only if $h<j$.

If the hub does not precede $j$, then $j<h$, and the result on early columns gives $L_{ij}=0$. For the other direction, let $h<j$ and suppose that $L_{ij}=0$. The recursion becomes $0=\sum_{k<j}L_{ik}L_{jk}$. Multiplying by $s_j$ and using proportionality gives

$$0=s_i\sum_{k<j}L_{jk}^2 .$$

Since $s_i\neq0$, the sum of squares vanishes, and with it each term, including $L_{jh}$. In column $h$, however, the contributions from $k<h$ vanish, so the recursion reads $s_j=L_{jh}L_{hh}$. This would give $s_j=0$, a contradiction.

The case of a leading hub has a geometric reading. Orthogonalising two spokes to the hub removes their components along it and leaves them with the mutual overlap $-s_is_j$. Functions that were orthogonal to each other no longer are.

If every spoke overlaps the hub, a hub in first place thus fills the whole lower triangle, while a hub in last place causes no fill-in. In electronic structure, the Cholesky factor of the overlap matrix can turn a generalised eigenvalue problem into an ordinary one; for a real basis in which the hub overlaps every spoke and the spokes do not overlap each other, the position of the hub alone decides which zeros survive in that factor. Other sparsity patterns, and overlaps that are small but not zero, are not treated.

## Three functions, written out

```lean
/-- The explicit Cholesky factor for three functions with the hub placed first and both overlaps
with it equal to `s`, where `s² < 1/2`. -/
theorem hubFirst_factor_witness {s : ℝ} (hs : s ^ 2 < 1 / 2) :
    IsCholesky !![1, s, s; s, 1, 0; s, 0, 1]
      !![1, 0, 0; s, Real.sqrt (1 - s ^ 2), 0;
        s, -s ^ 2 / Real.sqrt (1 - s ^ 2), Real.sqrt ((1 - 2 * s ^ 2) / (1 - s ^ 2))] := by
  have h1 : 0 < 1 - s ^ 2 := by linarith
  have h2 : 0 < (1 - 2 * s ^ 2) / (1 - s ^ 2) := div_pos (by linarith) h1
  have ha := Real.sqrt_pos.2 h1
  have ha2 := Real.sq_sqrt h1.le
  have hb := Real.sqrt_pos.2 h2
  have hb2 : Real.sqrt ((1 - 2 * s ^ 2) / (1 - s ^ 2)) ^ 2 * (1 - s ^ 2)
      = 1 - 2 * s ^ 2 := by
    rw [Real.sq_sqrt h2.le]
    exact div_mul_cancel₀ _ h1.ne'
  have hc : -s ^ 2 / Real.sqrt (1 - s ^ 2) * Real.sqrt (1 - s ^ 2) = -s ^ 2 :=
    div_mul_cancel₀ _ ha.ne'
  -- name the three non-trivial entries
  generalize -s ^ 2 / Real.sqrt (1 - s ^ 2) = c at hc ⊢
  generalize Real.sqrt ((1 - 2 * s ^ 2) / (1 - s ^ 2)) = b at hb hb2 ⊢
  generalize Real.sqrt (1 - s ^ 2) = a at ha ha2 hc ⊢
  have key : s * s + c * c + b * b = 1 := by
    apply mul_left_cancel₀ (pow_ne_zero 2 ha.ne')
    linear_combination (s ^ 2 + b ^ 2 - 1) * ha2 + hb2 + (c * a - s ^ 2) * hc
  refine ⟨fun i j hij => ?_, fun i => ?_, ?_⟩
  · fin_cases i <;> fin_cases j <;> first | exact absurd hij (by decide) | simp
  · fin_cases i <;> simp [ha, hb]
  · ext i j
    fin_cases i <;> fin_cases j <;> simp [Matrix.mul_apply, Fin.sum_univ_three] <;>
      first
        | linear_combination ha2
        | linear_combination hc
        | linear_combination key
```

With the hub first and both overlaps equal to $s$, the recursion can be solved directly. The first column is $L_{00}=1$, $L_{10}=L_{20}=s$. Then $L_{11}=\sqrt{1-s^2}$, and the zero overlap of the spokes requires

$$0=s^2+L_{21}L_{11},\qquad L_{21}=-\frac{s^2}{\sqrt{1-s^2}} .$$

The last pivot follows from normalisation:

$$L_{22}^2=1-s^2-\frac{s^4}{1-s^2}=\frac{1-2s^2}{1-s^2}.$$

It is positive because $s^2<1/2$. This condition expresses the linear independence of the three functions, since $\det S=1-2s^2$.

Lean is given the finished matrix and checks it. The `generalize` lines name the non-trivial entries $a=L_{11}$, $b=L_{22}$ and $c=L_{21}$, keeping only the relations needed, such as $ca=-s^2$. The step `key` is the normalisation $s^2+c^2+b^2=1$, and `fin_cases` goes through the entries one by one. Lean reads `-s ^ 2` as $-(s^2)$.

```lean
/-- The explicit Cholesky factor for three functions with the hub placed last and both overlaps with
it equal to `s`, where `s² < 1/2`. -/
theorem hubLast_factor_witness {s : ℝ} (hs : s ^ 2 < 1 / 2) :
    IsCholesky !![1, 0, s; 0, 1, s; s, s, 1]
      !![1, 0, 0; 0, 1, 0; s, s, Real.sqrt (1 - 2 * s ^ 2)] := by
  have h1 : 0 < 1 - 2 * s ^ 2 := by linarith
  have hb := Real.sqrt_pos.2 h1
  have hb2 := Real.sq_sqrt h1.le
  generalize Real.sqrt (1 - 2 * s ^ 2) = b at hb hb2 ⊢
  refine ⟨fun i j hij => ?_, fun i => ?_, ?_⟩
  · fin_cases i <;> fin_cases j <;> first | exact absurd hij (by decide) | simp
  · fin_cases i <;> simp [hb]
  · ext i j
    fin_cases i <;> fin_cases j <;> simp [Matrix.mul_apply, Fin.sum_univ_three]
    linear_combination hb2
```

With the hub last, the spokes occupy positions 0 and 1. Their block is already the identity, so the first two pivots are 1 and the entry between them is 0. The last row is $(s,\,s,\,\sqrt{1-2s^2})$, whose squares add up to 1. The check runs as before, with one non-trivial entry.

For $s=0.6$, where $s^2=0.36<1/2$, the two factors are

$$L=\begin{pmatrix}1&0&0\\0.6&0.8&0\\0.6&-0.45&\sqrt{0.4375}\end{pmatrix},\qquad
M=\begin{pmatrix}1&0&0\\0&1&0\\0.6&0.6&\sqrt{0.28}\end{pmatrix}.$$

In $L$, the product of the last two rows is $0.36-0.45\cdot0.8=0$, as the vanishing overlap demands, and the last row has squared length $0.36+0.2025+0.4375=1$. The entry $-0.45$ is the fill-in, and it is absent from $M$.

```lean
/-- For three functions in which the hub has overlap `s` with both spokes and `0 < s² < 1/2`, the
hub-first and hub-last orderings each have exactly one Cholesky factor: with the hub first its last
off-diagonal entry is `-s²/√(1-s²) ≠ 0`, and with the hub last the entry between the two spokes is
zero. -/
theorem three_function_fill_in {s : ℝ} (hs0 : 0 < s ^ 2) (hs : s ^ 2 < 1 / 2) :
    ∃ L M : Matrix (Fin 3) (Fin 3) ℝ,
      (∀ X, IsCholesky !![1, s, s; s, 1, 0; s, 0, 1] X ↔ X = L) ∧
      (∀ X, IsCholesky !![1, 0, s; 0, 1, s; s, s, 1] X ↔ X = M) ∧
      L 2 1 = -s ^ 2 / Real.sqrt (1 - s ^ 2) ∧ L 2 1 ≠ 0 ∧ M 1 0 = 0 := by
  have hF := hubFirst_factor_witness hs
  have hG := hubLast_factor_witness hs
  refine ⟨_, _, fun X => ⟨fun h => h.unique hF, fun h => by rw [h]; exact hF⟩,
    fun X => ⟨fun h => h.unique hG, fun h => by rw [h]; exact hG⟩, rfl, ?_, rfl⟩
  change -s ^ 2 / Real.sqrt (1 - s ^ 2) ≠ 0
  exact div_ne_zero (neg_ne_zero.2 hs0.ne') (Real.sqrt_pos.2 (by linarith)).ne'

end

end CholeskyFillIn
```

For $0<s^2<1/2$ there are matrices $L$ and $M$ such that a matrix $X$ is a Cholesky factor of the hub-first matrix exactly when $X=L$, and of the hub-last matrix exactly when $X=M$. Moreover,

$$L_{21}=-\frac{s^2}{\sqrt{1-s^2}}\neq0,\qquad M_{10}=0 .$$

In each equivalence, one direction comes from the explicit factor and the other from uniqueness. The two values are read off from the explicit matrices by `rfl`. The condition $0<s^2$ says that the spokes really do overlap the hub, and it makes the numerator of $L_{21}$ non-zero; $s$ itself may have either sign.

```lean
#print axioms CholeskyFillIn.starOverlap_relabel
#print axioms CholeskyFillIn.fill_in_iff_hub_first
#print axioms CholeskyFillIn.three_function_fill_in
```

```
'CholeskyFillIn.starOverlap_relabel' depends on axioms: [propext, Classical.choice, Quot.sound]
'CholeskyFillIn.fill_in_iff_hub_first' depends on axioms: [propext, Classical.choice, Quot.sound]
'CholeskyFillIn.three_function_fill_in' depends on axioms: [propext, Classical.choice, Quot.sound]
```
